# Away from the poles of the Fermi function, 1/2 + ibz/(2π) is not an integer

For real `b` and complex energy `z`, the lemma `shift_ne_int` concerns the dimensionless energy 1/2 + ibz/(2π). It states that if exp(bz) + 1, the denominator of the Fermi function 1/(exp(bz) + 1), is not zero, then this dimensionless energy differs from every integer n. The attempt supposes that the two are equal and puts n into the identity `exp_shift`, which says that exp(2πi x) = −1/exp(bz) for x = 1/2 + ibz/(2π). Since exp(2πi n) = 1, this gives 1 = −1/exp(bz), and multiplying by exp(bz) should give exp(bz) + 1 = 0, against the hypothesis.

The failing Lean file:

```lean
import Mathlib

open Filter Topology Complex
open scoped Real

namespace ShiftNeInt

noncomputable section

/-- The energy `z` in dimensionless form, `1/2 + i b z/(2π)`. -/
def shift (b : ℝ) (z : ℂ) : ℂ := 1 / 2 + I * b * z / (2 * π)

/-- For the dimensionless energy `x = shift b z`, the exponential `exp(2πi x)` is minus the
Boltzmann factor: `exp(2πi x) = -1/exp(bz)`. -/
theorem exp_shift (b : ℝ) (z : ℂ) :
    Complex.exp (2 * π * I * shift b z) = -(Complex.exp (b * z))⁻¹ := by
  have hp : (π : ℂ) ≠ 0 := ofReal_ne_zero.2 Real.pi_ne_zero
  have h1 : 2 * π * I * (I * b * z / (2 * π)) = I * I * (b * z) := by field_simp
  rw [I_mul_I] at h1
  have h2 : 2 * π * I * shift b z = π * I + -(b * z) := by
    unfold shift
    linear_combination h1
  rw [h2, Complex.exp_add, Complex.exp_pi_mul_I, Complex.exp_neg]
  ring

/-- If `exp(bz) ≠ -1`, the dimensionless energy is not an integer. -/
theorem shift_ne_int {b : ℝ} {z : ℂ} (hz : Complex.exp (b * z) + 1 ≠ 0) (n : ℤ) :
    (n : ℂ) ≠ shift b z := by
  intro h
  have h1 := exp_shift b z
  rw [← h, mul_comm, Complex.exp_int_mul_two_pi_mul_I] at h1
  have h2 := inv_mul_cancel₀ (Complex.exp_ne_zero (b * z))
  apply hz
  linear_combination Complex.exp (b * z) * h1 + h2

end

end ShiftNeInt
```

The compiler's answer:

```
Main.lean:34:2: error: ring failed, ring expressions not equal
b : ℝ
z : ℂ
hz : cexp (↑b * z) + 1 ≠ 0
n : ℤ
h : ↑n = shift b z
h1 : 1 = -(cexp (↑b * z))⁻¹
h2 : (cexp (↑b * z))⁻¹ * cexp (↑b * z) = 1
⊢ 2 - cexp (↑b * z) * (cexp (↑b * z))⁻¹ * 2 = 0
```

Diagnosis. The error is a wrong sign in the last line. Write E for exp(bz). The goal there is E + 1 = 0, `h1` says 1 = −E⁻¹, and `h2` says E⁻¹E = 1. `linear_combination` subtracts the proposed combination of hypotheses from the goal and asks `ring` to check that what is left is zero.

Multiplying `h1` by E gives E = −E·E⁻¹. Adding `h2` to this doubles the product E·E⁻¹ instead of cancelling it, and the remainder is 2 − 2E·E⁻¹, as the message shows. This is in fact zero, because E is not zero, but `ring` does not use that fact and so cannot replace E·E⁻¹ by 1.

The repair subtracts `h2` instead. The two products then cancel as they stand, the constants cancel too, and `ring` is left with an identity that doesn't depend on E being nonzero.

The repair, with which the file compiles:

```diff
@@ -32,5 +32,5 @@
   have h2 := inv_mul_cancel₀ (Complex.exp_ne_zero (b * z))
   apply hz
-  linear_combination Complex.exp (b * z) * h1 + h2
+  linear_combination Complex.exp (b * z) * h1 - h2
 
 end
```
